# The normalisation constant 1/√2 squares to one half in the complex numbers

The constant 1/√2 is the factor that normalises the sum of two orthonormal states. Its square, 1/2, is the probability of finding the normalised sum in either one of them, in a measurement whose basis contains both. The declaration `r_sq` states only the arithmetic: the real number `r`, defined as 1/√2 and regarded as a complex number, has square 1/2. No states or vectors appear in it. The attempt first proves the equation over the reals, as `h`, then applies the embedding of ℝ in ℂ to both sides and leaves `exact_mod_cast` to match the result with the goal.

An attempt in Lean 4 with a fault in it:

```lean
import Mathlib

open ComplexConjugate

namespace RSq

noncomputable section

/-- The normalisation constant 1/√2. -/
def r : ℝ := 1 / Real.sqrt 2

/-- The square of the normalisation constant is one half. -/
theorem r_sq : (r : ℂ) ^ 2 = 1/2 := by
  have h : r ^ 2 = 1/2 := by
    rw [r, div_pow, Real.sq_sqrt (by norm_num)]; norm_num
  exact_mod_cast congrArg (fun x : ℝ => (x : ℂ)) h

end

end RSq
```

Messages:

```
Main.lean:16:2: error: mod_cast has type
  r ^ 2 = 1 / 2
but is expected to have type
  ↑(r ^ 2) = 1 / 2
```

What went wrong. The message shows that `exact_mod_cast` simplified the casts in the supplied equation and in the goal, and arrived at two different statements. In the supplied equation both sides were casts of real numbers, so the casts were cancelled and the real equation `r ^ 2 = 1 / 2` was left. In the goal, the cast on the left was moved outside the power, giving `↑(r ^ 2)`, but the complex `1 / 2` on the right did not become the cast of a real number. The tactic treats numerals as casts of natural numbers. It could have matched a single numeral such as 2 with the real cast on the left, but `1 / 2` is a quotient of two numerals, and the cast from ℕ can't be moved outside this division because 2 does not divide 1. With no single cast on the right to cancel, the goal remained an equation in ℂ, which a proof of an equation in ℝ does not fit.

The repair does the step by hand. Rewriting backwards with `Complex.ofReal_pow` turns the left side into `↑(r ^ 2)`, and `h` then replaces the real number inside the cast by 1/2. What remains is that the real 1/2, cast to ℂ, equals the complex 1/2. `norm_num` proves this by moving the cast inwards, through the division and onto the numerals.

The mended proof, as a diff:

```diff
@@ -14,5 +14,6 @@
   have h : r ^ 2 = 1/2 := by
     rw [r, div_pow, Real.sq_sqrt (by norm_num)]; norm_num
-  exact_mod_cast congrArg (fun x : ℝ => (x : ℂ)) h
+  rw [← Complex.ofReal_pow, h]
+  norm_num
 
 end
```
